# How zero displacement field can suppress ferroelectricity in a quartic Landau model

**Q:** Which quantities are defined here, and in which units?

**A:** $P$ is the uniform polarization component along the field, a real number in Gaussian units. Its Landau energy density is $U(P)=-aP^2/2+bP^4/4$. Physically, $a>0$ makes the nonpolar state unstable at zero electric field, and $b>0$ keeps the energy bounded below.

In Lean 4 with Mathlib:

```lean
import Mathlib

open Real

namespace FerroelectricOpenCircuit

noncomputable section

/-- The Landau energy `U(P) = -a P²/2 + b P⁴/4` of a polarization `P`. -/
def landau (a b P : ℝ) : ℝ := -a * P ^ 2 / 2 + b * P ^ 4 / 4
```

**Q:** And the electrical boundary conditions?

**A:** At fixed electric field $E$ we minimize $U(P)-EP$. At fixed displacement field $D$, we add the field energy $E^2/(8\pi)$ with $E=D-4\pi P$.

```lean
/-- The electric enthalpy `U(P) - E P` at fixed electric field `E`. -/
def fixedE (a b E P : ℝ) : ℝ := landau a b P - E * P

/-- The energy at fixed displacement field `D`, in Gaussian units: the Landau energy plus
the energy `E²/(8π)` of the field `E = D - 4πP`. -/
def fixedD (a b D P : ℝ) : ℝ := landau a b P + (D - 4 * π * P) ^ 2 / (8 * π)
```

**Q:** Does "minimizer" include metastable states?

**A:** No. `IsMinimizer` compares $P$ with every real $Q$, so it means a global minimizer.

```lean
/-- `P` is a global minimizer of the energy function `F`. -/
def IsMinimizer (F : ℝ → ℝ) (P : ℝ) : Prop := ∀ Q, F P ≤ F Q
```

**Q:** How do I know that the fixed-$D$ energy is the right one?

**A:** Differentiate it. The field term contributes $2(D-4\pi P)(-4\pi)/(8\pi)=-(D-4\pi P)$, so the slope is $-aP+bP^3-(D-4\pi P)=U'(P)-E$. Stationary points therefore satisfy the electric equation of state $U'(P)=E$. The proof assembles the same derivative from the power and sum rules, then cancels $\pi$.

```lean
/-- The slope of the fixed-`D` energy is `U'(P) - E`, where `E = D - 4πP`. -/
theorem hasDerivAt_fixedD (a b D P : ℝ) :
    HasDerivAt (fixedD a b D) ((-a * P + b * P ^ 3) - (D - 4 * π * P)) P := by
  have hp : π * π⁻¹ = 1 := mul_inv_cancel₀ Real.pi_ne_zero
  have h := (((((hasDerivAt_id' P).fun_pow 2).const_mul (-a)).div_const 2).fun_add
    ((((hasDerivAt_id' P).fun_pow 4).const_mul b).div_const 4)).fun_add
    (((((hasDerivAt_id' P).const_mul (4 * π)).const_sub D).fun_pow 2).div_const (8 * π))
  refine HasDerivAt.congr_deriv h ?_
  push_cast
  linear_combination (-(D - 4 * π * P)) * hp
```

**Q:** Where does $4\pi$ enter the threshold?

**A:** Set $D=0$. The field energy becomes $(4\pi P)^2/(8\pi)=2\pi P^2$, and

$$U(P)+2\pi P^2=-\frac{(a-4\pi)P^2}{2}+\frac{bP^4}{4}.$$

This is again a Landau energy, with $a$ replaced by $a-4\pi$. The two lemmas are these two steps.

```lean
/-- At zero displacement field the field energy is `2πP²`. -/
theorem fixedD_zero (a b P : ℝ) :
    fixedD a b 0 P = landau a b P + 2 * π * P ^ 2 := by
  have h8 : 8 * π ≠ 0 := by positivity
  have h : (0 - 4 * π * P) ^ 2 / (8 * π) = 2 * π * P ^ 2 := by
    rw [div_eq_iff h8]
    ring
  unfold fixedD
  rw [h]

/-- At zero displacement field the energy is again a Landau energy, with `a` replaced
by `a - 4π`. -/
theorem fixedD_zero_eq_landau (a b : ℝ) : fixedD a b 0 = landau (a - 4 * π) b := by
  funext P
  rw [fixedD_zero]
  unfold landau
  ring
```

**Q:** A vanishing slope doesn't establish a global minimum. How do you get one?

**A:** By completing a square. If $bR^2=a$, then

$$U(Q)-U(R)=\frac b4(Q^2-R^2)(Q^2+R^2-2R^2)=\frac b4(Q^2-R^2)^2\ge0.$$

For $a,b>0$ take $R=\sqrt{a/b}$. Equality holds only if $Q^2=R^2$, so the minimizers are exactly $\pm\sqrt{a/b}$. In the proof, `gap` is this identity; factoring $P^2-a/b$ then gives the two signs.

```lean
/-- For `a, b > 0` the minimizers of the Landau energy are exactly `±√(a/b)`. -/
theorem isMinimizer_landau_iff {a b : ℝ} (ha : 0 < a) (hb : 0 < b) (P : ℝ) :
    IsMinimizer (landau a b) P ↔ P = √(a / b) ∨ P = -√(a / b) := by
  have hs : b * √(a / b) ^ 2 = a := by
    rw [Real.sq_sqrt (div_pos ha hb).le]
    field_simp
  -- energy above the bottom of the well, as a perfect square
  have gap : ∀ R Q : ℝ, b * R ^ 2 = a →
      landau a b Q - landau a b R = b / 4 * (Q ^ 2 - R ^ 2) ^ 2 := by
    intro R Q h
    unfold landau
    linear_combination (Q ^ 2 - R ^ 2) / 2 * h
  constructor
  · intro h
    have h1 := h (√(a / b))
    have h2 := gap (√(a / b)) P hs
    have h3 : P ^ 2 - √(a / b) ^ 2 = 0 := by
      by_contra hne
      have h4 : 0 < (P ^ 2 - √(a / b) ^ 2) ^ 2 :=
        (sq_nonneg _).lt_of_ne' (pow_ne_zero 2 hne)
      have h5 := mul_pos (show 0 < b / 4 by linarith) h4
      linarith
    have h6 : (P - √(a / b)) * (P + √(a / b)) = 0 := by linear_combination h3
    rcases mul_eq_zero.1 h6 with h7 | h7
    · left; linarith
    · right; linarith
  · intro h Q
    have hP : b * P ^ 2 = a := by
      rcases h with h | h
      · rw [h]; exact hs
      · rw [h, neg_sq]; exact hs
    have h1 := gap P Q hP
    have h2 := mul_nonneg (show 0 ≤ b / 4 by linarith) (sq_nonneg (Q ^ 2 - P ^ 2))
    linarith
```

**Q:** What if the quadratic coefficient is no longer destabilizing?

**A:** If $a\le0$ and $b>0$, then $-aP^2/2\ge0$, while $bP^4/4>0$ for $P\ne0$. Since $U(0)=0$, zero is the only minimizer. The lemma `pos` inside the proof records the strict inequality.

```lean
/-- For `a ≤ 0` and `b > 0` the only minimizer of the Landau energy is `P = 0`. -/
theorem isMinimizer_landau_iff_of_nonpos {a b : ℝ} (ha : a ≤ 0) (hb : 0 < b) (P : ℝ) :
    IsMinimizer (landau a b) P ↔ P = 0 := by
  have h0 : landau a b 0 = 0 := by simp [landau]
  have pos : ∀ Q : ℝ, Q ≠ 0 → 0 < landau a b Q := by
    intro Q hQ
    have h4 : 0 < Q ^ 4 := by positivity
    unfold landau
    nlinarith [mul_pos hb h4, mul_nonneg (neg_nonneg.2 ha) (sq_nonneg Q)]
  constructor
  · intro h
    by_contra hP
    have h1 := h 0
    have h2 := pos P hP
    linarith
  · intro h Q
    rw [h, h0]
    by_cases hQ : Q = 0
    · rw [hQ, h0]
    · exact (pos Q hQ).le
```

**Q:** Then what exactly does the main theorem say?

**A:** Assume $a,b>0$. Its first half says that at $E=0$ the minimizers are $\pm\sqrt{a/b}$. Its second half has an equivalence inside an equivalence: the inner one, `∀ P, IsMinimizer (fixedD a b 0) P ↔ P = 0`, says that zero is a minimizer and no other polarization is. The outer one says that this happens exactly when $a\le4\pi$.

For the proof, apply the two previous results with coefficient $a-4\pi$. If it is nonpositive, zero is the unique minimizer. If it is positive, $\sqrt{(a-4\pi)/b}$ is a nonzero minimizer, which contradicts uniqueness at zero.

```lean
/-- For `a, b > 0` the minimizers at zero electric field are exactly `±√(a/b)`, while at zero
displacement field `P = 0` is the unique minimizer if and only if `a ≤ 4π`. -/
theorem open_circuit_suppression {a b : ℝ} (ha : 0 < a) (hb : 0 < b) :
    (∀ P, IsMinimizer (fixedE a b 0) P ↔ P = √(a / b) ∨ P = -√(a / b)) ∧
    ((∀ P, IsMinimizer (fixedD a b 0) P ↔ P = 0) ↔ a ≤ 4 * π) := by
  have hE : fixedE a b 0 = landau a b := by
    funext P
    simp [fixedE]
  rw [hE, fixedD_zero_eq_landau]
  refine ⟨isMinimizer_landau_iff ha hb, ?_, ?_⟩
  · intro h
    by_contra hlt
    -- above the threshold a polarized state would be a minimizer as well
    have hc : 0 < a - 4 * π := sub_pos.2 (not_le.1 hlt)
    have h1 := (h _).1 ((isMinimizer_landau_iff hc hb _).2 (Or.inl rfl))
    have h2 : 0 < √((a - 4 * π) / b) := Real.sqrt_pos.2 (div_pos hc hb)
    linarith
  · intro h
    exact isMinimizer_landau_iff_of_nonpos (sub_nonpos.2 h) hb
```

**Q:** So does an open circuit always destroy the polarization?

**A:** No. For $a>4\pi$ it survives, reduced to $\pm\sqrt{(a-4\pi)/b}$. The proof is the double-well result with the shifted coefficient.

```lean
/-- For `a > 4π` and `b > 0` the minimizers at zero displacement field are exactly
`±√((a - 4π)/b)`. -/
theorem open_circuit_polarization {a b : ℝ} (ha : 4 * π < a) (hb : 0 < b) (P : ℝ) :
    IsMinimizer (fixedD a b 0) P ↔
      P = √((a - 4 * π) / b) ∨ P = -√((a - 4 * π) / b) := by
  rw [fixedD_zero_eq_landau]
  exact isMinimizer_landau_iff (sub_pos.2 ha) hb P
```

**Q:** Give me numbers.

**A:** Take $a=5\pi$ and $b=\pi$. At $E=0$ the minimizers are $\pm\sqrt5$; at $D=0$ they are $\pm1$, with energy $-\pi/2+\pi/4=-\pi/4$. Now take $a=b=3\pi$. At $E=0$ the minimizers are $\pm1$, but at $D=0$ the energy is $\pi P^2/2+3\pi P^4/4$, and only $P=0$ minimizes it.

**Q:** Is "open circuit" really the same as $D=0$?

**A:** It is for a uniformly polarized slab with its polarization along the normal, no free surface charge and no external field. That identification is physical input. The model also leaves out domains, strain coupling and partial screening by electrodes. Within this uniform, one-component model, the choice between $E=0$ and $D=0$ can decide whether a simulation finds a polar ground state.

**Q:** Could switching on $D$ bring back several competing states below the threshold?

**A:** No. Suppose $P$ and $Q$ are both stationary at the same $D$. Subtracting their equations of state gives

$$(P-Q)\,[\,b(P^2+PQ+Q^2)+4\pi-a\,]=0.$$

If $P\ne Q$, then $P^2+PQ+Q^2>0$, so for $b>0$ and $a\le4\pi$ the bracket is positive, a contradiction. Thus there is at most one stationary polarization at each $D$. The proof performs this subtraction and factorization in `hf`.

```lean
/-- For `a ≤ 4π` and `b > 0` the fixed-`D` energy has at most one stationary polarization,
whatever the displacement field `D`. -/
theorem stationary_unique {a b D P Q : ℝ} (ha : a ≤ 4 * π) (hb : 0 < b)
    (hP : deriv (fixedD a b D) P = 0) (hQ : deriv (fixedD a b D) Q = 0) : P = Q := by
  rw [(hasDerivAt_fixedD a b D P).deriv] at hP
  rw [(hasDerivAt_fixedD a b D Q).deriv] at hQ
  by_contra hne
  have hd : P - Q ≠ 0 := sub_ne_zero.2 hne
  -- subtract the two equations of state and factor out P - Q
  have hf : (P - Q) * (b * (P ^ 2 + P * Q + Q ^ 2) + (4 * π - a)) = 0 := by
    linear_combination hP - hQ
  have h1 : 0 < (P - Q) ^ 2 := (sq_nonneg _).lt_of_ne' (pow_ne_zero 2 hd)
  have h2 : 0 < P ^ 2 + P * Q + Q ^ 2 := by nlinarith [sq_nonneg (P + Q)]
  have h3 := mul_pos hb h2
  rcases mul_eq_zero.1 hf with h | h
  · exact hd h
  · linarith

end

end FerroelectricOpenCircuit
```

```lean
#print axioms FerroelectricOpenCircuit.fixedD_zero_eq_landau
-- 'FerroelectricOpenCircuit.fixedD_zero_eq_landau' depends on axioms: [propext, Classical.choice, Quot.sound]
#print axioms FerroelectricOpenCircuit.open_circuit_suppression
-- 'FerroelectricOpenCircuit.open_circuit_suppression' depends on axioms: [propext, Classical.choice, Quot.sound]
#print axioms FerroelectricOpenCircuit.open_circuit_polarization
-- 'FerroelectricOpenCircuit.open_circuit_polarization' depends on axioms: [propext, Classical.choice, Quot.sound]
#print axioms FerroelectricOpenCircuit.stationary_unique
-- 'FerroelectricOpenCircuit.stationary_unique' depends on axioms: [propext, Classical.choice, Quot.sound]
```
